# For \(0\le T<1\), a Numerov ratio of at least one is followed by another

Let real sequences \(y_n\) and \(T_n\) satisfy the Numerov recursion, written with \(F_n=(1-T_n)y_n\) as

\[
F_{n+2}+F_n=(2+10T_{n+1})\,y_{n+1},
\]

and let \(R_n=F_{n+1}/F_n\) and \(U_n=12/(1-T_n)-10\). If \(0\le T_{n+1}<1\) and \(R_n\ge 1\), then

\[
1\le R_{n+1}<U_{n+1}.
\]

If \(T_n<1\), \(T_{n+1}<1\) and \(y_n\ne0\), then \(R_n<0\) exactly when \(y_n\) and \(y_{n+1}\) have opposite signs, and \(R_n=0\) exactly when \(y_{n+1}=0\).

## Node counting in a radial solver

For a one-electron radial equation \(y''=f\,y\) with a local potential, on a uniform grid of step \(h\), \(T_n=h^2f(r_n)/12\). Here \(y\) is \(r\) times the radial wavefunction, which has the same sign for \(r>0\). In atomic units \(f=2(V_{\text{eff}}-E)\), where \(E\) is the energy and \(V_{\text{eff}}\) includes the centrifugal term. Thus \(T_n\ge0\) marks the classically forbidden region, turning point included. The condition \(T_n<1\) limits the step: \(h^2f(r_n)<12\). It can fail close to the origin, where the centrifugal term is large.

A shooting code that propagates \(R_n\) instead of \(y_n\) avoids overflow in the forbidden region and, where \(T_n<1\), can count nodes as negative ratios. The bound says when counting may pause: once a ratio of at least one has been found on entering a forbidden region where \(T_n<1\) throughout, no further sign change occurs before its end. Being in the region is not enough by itself, because a solution can enter it while still heading towards the axis, and cross the axis there.

## From the three-term recursion to the bound

**Sign of the ratio.** For \(y_n\ne0\),

\[
R_n=\frac{(1-T_{n+1})\,y_{n+1}}{(1-T_n)\,y_n}
=k\,y_ny_{n+1},\qquad
k=\frac{1-T_{n+1}}{(1-T_n)\,y_n^2}.
\]

Both \(T\) values are below one, so \(k>0\), and \(R_n\) has the sign of \(y_ny_{n+1}\).

**Parity.** Let \(c_N\) be the number of negative ratios among \(R_0,\dots,R_{N-1}\), with all \(T_n<1\) and all \(y_n\neq0\). Then \((-1)^{c_N}y_0y_N>0\). For \(N=0\) this reads \(y_0^2>0\). For the step, multiply the inequality at \(N\) by \(|y_Ny_{N+1}|\), which is \(-y_Ny_{N+1}\) if \(R_N<0\) and \(y_Ny_{N+1}\) otherwise. The result is \((-1)^{c_{N+1}}y_0y_{N+1}\,y_N^2>0\), and the factor \(y_N^2>0\) can be removed.

**Ratio recursion.** From the definition of \(U\),

\[
U_{n+1}(1-T_{n+1})=12-10(1-T_{n+1})=2+10T_{n+1},
\]

so the right-hand side of the Numerov recursion is \(U_{n+1}F_{n+1}\). If \(F_n\) and \(R_n\) are nonzero, so is \(F_{n+1}\), and dividing by it gives

\[
R_{n+1}=U_{n+1}-\frac1{R_n}.
\]

**The bound.** Let \(T_{n+1}<1\), and take any \(\rho>0\) with \(R_n\ge\rho\) and

\[
\left(\rho+\frac1\rho\right)(1-T_{n+1})\le 2+10T_{n+1}.
\]

Division by \(1-T_{n+1}>0\) turns this condition into \(\rho+1/\rho\le U_{n+1}\). Since \(0<1/R_n\le1/\rho\),

\[
\rho\le U_{n+1}-\frac1\rho\le R_{n+1}<U_{n+1}.
\]

For \(\rho=1\) the condition is \(2-2T_{n+1}\le2+10T_{n+1}\), that is, \(T_{n+1}\ge0\).

**Sharpness.** If \(R_n=1\) and \(T_{n+1}<1\), then

\[
R_{n+1}=U_{n+1}-1=\frac{1+11T_{n+1}}{1-T_{n+1}},
\]

which is at least one exactly when \(12T_{n+1}\ge0\).

**Growth.** If \(R_0\ge\rho>0\), and both \(T<1\) and the condition hold at grid points \(1,\dots,N\), then \(R_n\ge\rho\) for \(0\le n\le N\). Multiplying the ratios gives \(|F_n|\ge\rho^n|F_0|\) for \(0\le n\le N+1\). This is growth for \(\rho>1\); for \(\rho<1\) it limits how fast the amplitude can decay.

The sequence \(y_n=\rho^n\) attains the growth bound. With constant \(T=t\), the recursion requires \((1-t)(\rho^2+1)=(2+10t)\rho\), hence

\[
t=\frac{(\rho-1)^2}{\rho^2+10\rho+1}<1.
\]

All its ratios equal \(\rho\).

**A numerical instance.** Let \(T_n=1/13\) throughout, so \(U_n=13-10=3\). Starting from \(F_0=F_1=1\), the recursion \(F_{n+2}=3F_{n+1}-F_n\) gives \(1,1,2,5,13\). The ratios are \(1,\,2,\,5/2,\,13/5\), all at least one and below \(3\). With \(T_1=-1/5\) instead, \(U_1=0\) and \(R_1=0-1=-1\): in the allowed region, with a step as coarse as \(h^2f=-12/5\), the next point can already lie across a node.

**The limiting case \(T=0\).** Here \(U=2\), and a starting ratio of one stays one: \(y_n\) is constant. The lower bound is attained at every point.

## The Lean file

```lean
import Mathlib

namespace NumerovRatio

noncomputable section

/-- The Numerov-transformed amplitude `F_n = (1 - T_n) y_n`. -/
def numerovF (T y : ℕ → ℝ) (n : ℕ) : ℝ := (1 - T n) * y n

/-- The Numerov recursion `F_(n+2) + F_n = (2 + 10 T_(n+1)) y_(n+1)` on a radial grid. -/
def IsNumerov (T y : ℕ → ℝ) : Prop :=
  ∀ n, numerovF T y (n + 2) + numerovF T y n = (2 + 10 * T (n + 1)) * y (n + 1)

/-- The ratio `R_n = F_(n+1) / F_n` of successive amplitudes, meaningful for `F_n ≠ 0`. -/
def numerovRatio (T y : ℕ → ℝ) (n : ℕ) : ℝ := numerovF T y (n + 1) / numerovF T y n

/-- The coefficient `U = 12 / (1 - t) - 10`, meaningful for `t ≠ 1`. -/
def numerovU (t : ℝ) : ℝ := 12 / (1 - t) - 10

/-- The number of negative ratios among `R_0, ..., R_(N-1)`. -/
def negCount (T y : ℕ → ℝ) (N : ℕ) : ℕ :=
  ∑ n ∈ Finset.range N, if numerovRatio T y n < 0 then 1 else 0

/-- For `T < 1` at both points and `y_n ≠ 0`, the ratio is negative exactly when the wavefunction
changes sign between neighbouring grid points, and zero exactly when the wavefunction vanishes at
the second of them. -/
theorem ratio_neg_iff {T y : ℕ → ℝ} {n : ℕ} (h0 : T n < 1) (h1 : T (n + 1) < 1)
    (hy : y n ≠ 0) :
    (numerovRatio T y n < 0 ↔ y n * y (n + 1) < 0) ∧
      (numerovRatio T y n = 0 ↔ y (n + 1) = 0) := by
  have a0 : 0 < 1 - T n := sub_pos.mpr h0
  have a1 : 0 < 1 - T (n + 1) := sub_pos.mpr h1
  have hne : 1 - T n ≠ 0 := a0.ne'
  -- the ratio is a positive multiple of the product of neighbouring values
  obtain ⟨k, hk, e⟩ : ∃ k : ℝ, 0 < k ∧ numerovRatio T y n = k * (y n * y (n + 1)) := by
    refine ⟨(1 - T (n + 1)) / ((1 - T n) * y n ^ 2),
      div_pos a1 (mul_pos a0 (by positivity)), ?_⟩
    unfold numerovRatio numerovF
    field_simp
  rw [e]
  refine ⟨⟨fun h => ?_, fun h => mul_neg_of_pos_of_neg hk h⟩, by simp [hk.ne', hy]⟩
  by_contra hc
  have := mul_nonneg hk.le (not_lt.mp hc)
  linarith

/-- If `T < 1` and `y ≠ 0` at every grid point, the parity of the number of negative ratios among
`R_0, ..., R_(N-1)` gives the relative sign of `y_0` and `y_N`. -/
theorem parity_of_negCount {T y : ℕ → ℝ} (hT : ∀ n, T n < 1) (hy : ∀ n, y n ≠ 0) (N : ℕ) :
    0 < (-1 : ℝ) ^ negCount T y N * (y 0 * y N) := by
  induction N with
  | zero =>
    have h : negCount T y 0 = 0 := by simp [negCount]
    rw [h, pow_zero, one_mul]
    exact mul_self_pos.mpr (hy 0)
  | succ N ih =>
    have hc : negCount T y (N + 1) =
        negCount T y N + if numerovRatio T y N < 0 then 1 else 0 :=
      Finset.sum_range_succ _ _
    have hs := (ratio_neg_iff (hT N) (hT (N + 1)) (hy N)).1
    have hN := hy N
    have hsq : 0 < y N ^ 2 := by positivity
    rw [hc]
    refine (mul_pos_iff_of_pos_right hsq).mp ?_
    by_cases h : numerovRatio T y N < 0
    · rw [if_pos h, pow_succ]
      calc 0 < _ := mul_pos ih (neg_pos.mpr (hs.mp h))
        _ = _ := by ring
    · rw [if_neg h, add_zero]
      have h2 : 0 < y N * y (N + 1) :=
        lt_of_le_of_ne (not_lt.mp fun q => h (hs.mpr q)) (mul_ne_zero hN (hy (N + 1))).symm
      calc 0 < _ := mul_pos ih h2
        _ = _ := by ring

/-- A lower bound `ρ > 0` on the ratio passes to the next grid point when `T < 1` and `(ρ + 1/ρ)(1 -
T) ≤ 2 + 10 T` there, and the new ratio lies below `U`. -/
theorem ratio_step {T y : ℕ → ℝ} (hN : IsNumerov T y) {ρ : ℝ} (hρ : 0 < ρ) {n : ℕ}
    (h1 : T (n + 1) < 1) (hT : (ρ + 1 / ρ) * (1 - T (n + 1)) ≤ 2 + 10 * T (n + 1))
    (hR : ρ ≤ numerovRatio T y n) :
    ρ ≤ numerovRatio T y (n + 1) ∧ numerovRatio T y (n + 1) < numerovU (T (n + 1)) := by
  have hpos : 0 < numerovRatio T y n := lt_of_lt_of_le hρ hR
  have hF1 : numerovF T y (n + 1) ≠ 0 := by
    intro h
    rw [numerovRatio, h, zero_div] at hpos
    exact lt_irrefl _ hpos
  have a1 : 0 < 1 - T (n + 1) := sub_pos.mpr h1
  have hU : numerovU (T (n + 1)) * (1 - T (n + 1)) = 2 + 10 * T (n + 1) := by
    have hc : 12 / (1 - T (n + 1)) * (1 - T (n + 1)) = 12 := div_mul_cancel₀ _ a1.ne'
    unfold numerovU
    linear_combination hc
  have e : numerovF T y (n + 2) =
      numerovU (T (n + 1)) * numerovF T y (n + 1) - numerovF T y n := by
    have hf : numerovF T y (n + 1) = (1 - T (n + 1)) * y (n + 1) := rfl
    rw [hf]
    linear_combination hN n - y (n + 1) * hU
  -- divide the three-term recursion by the middle amplitude
  have hrec : numerovRatio T y (n + 1) = numerovU (T (n + 1)) - 1 / numerovRatio T y n := by
    change numerovF T y (n + 2) / numerovF T y (n + 1) =
      numerovU (T (n + 1)) - 1 / (numerovF T y (n + 1) / numerovF T y n)
    rw [e, one_div_div, sub_div, mul_div_assoc, div_self hF1, mul_one]
  have hUρ : ρ + 1 / ρ ≤ numerovU (T (n + 1)) :=
    le_of_mul_le_mul_right (by rw [hU]; exact hT) a1
  have i1 : 1 / numerovRatio T y n ≤ 1 / ρ := one_div_le_one_div_of_le hρ hR
  have i2 : 0 < 1 / numerovRatio T y n := one_div_pos.mpr hpos
  rw [hrec]
  constructor <;> linarith

/-- In a classically forbidden region, `0 ≤ T < 1`, a ratio of at least one is followed by a
ratio between one and `U`. -/
theorem forbidden_ratio_bounds {T y : ℕ → ℝ} (hN : IsNumerov T y) {n : ℕ}
    (h0 : 0 ≤ T (n + 1)) (h1 : T (n + 1) < 1) (hR : 1 ≤ numerovRatio T y n) :
    1 ≤ numerovRatio T y (n + 1) ∧ numerovRatio T y (n + 1) < numerovU (T (n + 1)) :=
  ratio_step hN one_pos h1 (by rw [div_one]; linarith) hR

/-- If `T < 1`, then after a ratio equal to one the next ratio is at least one exactly when `T ≥ 0`
at the grid point between them. -/
theorem one_le_next_iff {T y : ℕ → ℝ} (hN : IsNumerov T y) {n : ℕ}
    (h1 : T (n + 1) < 1) (hR : numerovRatio T y n = 1) :
    1 ≤ numerovRatio T y (n + 1) ↔ 0 ≤ T (n + 1) := by
  have a1 : 0 < 1 - T (n + 1) := sub_pos.mpr h1
  have hF0 : numerovF T y n ≠ 0 := by
    intro h
    rw [numerovRatio, h, div_zero] at hR
    exact zero_ne_one hR
  have hE : numerovF T y (n + 1) = numerovF T y n := (div_eq_one_iff_eq hF0).mp hR
  have hF1 : numerovF T y (n + 1) ≠ 0 := by rw [hE]; exact hF0
  have hf : numerovF T y (n + 1) = (1 - T (n + 1)) * y (n + 1) := rfl
  have e : numerovRatio T y (n + 1) = (1 + 11 * T (n + 1)) / (1 - T (n + 1)) := by
    change numerovF T y (n + 2) / numerovF T y (n + 1) = _
    rw [div_eq_div_iff hF1 a1.ne']
    linear_combination (1 - T (n + 1)) * hN n + (1 - T (n + 1)) * hE
      - (2 + 10 * T (n + 1)) * hf
  rw [e, le_div_iff₀ a1]
  constructor <;> intro h <;> linarith

/-- A lower bound `ρ > 0` on the first ratio holds throughout a region in which `T < 1` and `(ρ +
1/ρ)(1 - T) ≤ 2 + 10 T`. -/
theorem ratio_ge {T y : ℕ → ℝ} (hN : IsNumerov T y) {ρ : ℝ} (hρ : 0 < ρ) {N : ℕ}
    (hT : ∀ n < N, T (n + 1) < 1 ∧ (ρ + 1 / ρ) * (1 - T (n + 1)) ≤ 2 + 10 * T (n + 1))
    (hR : ρ ≤ numerovRatio T y 0) : ∀ n ≤ N, ρ ≤ numerovRatio T y n := by
  intro n
  induction n with
  | zero => intro _; exact hR
  | succ n ih =>
    intro hn
    have h := hT n (by omega)
    exact (ratio_step hN hρ h.1 h.2 (ih (by omega))).1

/-- If the first ratio is at least `ρ > 0`, and `T < 1` and `(ρ + 1/ρ)(1 - T) ≤ 2 + 10 T` at grid
points `1, ..., N`, then `|F_n| ≥ ρ^n |F_0|` for `n ≤ N + 1`. -/
theorem amplitude_growth {T y : ℕ → ℝ} (hN : IsNumerov T y) {ρ : ℝ} (hρ : 0 < ρ) {N : ℕ}
    (hT : ∀ n < N, T (n + 1) < 1 ∧ (ρ + 1 / ρ) * (1 - T (n + 1)) ≤ 2 + 10 * T (n + 1))
    (hR : ρ ≤ numerovRatio T y 0) :
    ∀ n ≤ N + 1, ρ ^ n * |numerovF T y 0| ≤ |numerovF T y n| := by
  intro n
  induction n with
  | zero => intro _; rw [pow_zero, one_mul]
  | succ n ih =>
    intro hn
    have hr := ratio_ge hN hρ hT hR n (by omega)
    have hpos : 0 < numerovRatio T y n := lt_of_lt_of_le hρ hr
    have hF : numerovF T y n ≠ 0 := by
      intro h
      rw [numerovRatio, h, div_zero] at hpos
      exact lt_irrefl _ hpos
    have e : numerovF T y (n + 1) = numerovRatio T y n * numerovF T y n :=
      (div_mul_cancel₀ _ hF).symm
    rw [e, abs_mul, abs_of_pos hpos]
    calc ρ ^ (n + 1) * |numerovF T y 0| = ρ * (ρ ^ n * |numerovF T y 0|) := by ring
      _ ≤ numerovRatio T y n * |numerovF T y n| :=
        mul_le_mul hr (ih (by omega)) (by positivity) hpos.le

/-- A solution entering a forbidden region, `0 ≤ T < 1`, with ratio at least one has no negative
ratio there. -/
theorem forbidden_negCount {T y : ℕ → ℝ} (hN : IsNumerov T y) {N : ℕ}
    (hT : ∀ n < N, 0 ≤ T (n + 1) ∧ T (n + 1) < 1) (hR : 1 ≤ numerovRatio T y 0) :
    negCount T y (N + 1) = 0 := by
  unfold negCount
  refine Finset.sum_eq_zero fun n hn => if_neg ?_
  have hn' := Finset.mem_range.mp hn
  have h := ratio_ge hN one_pos
    (fun m hm => ⟨(hT m hm).2, by rw [div_one]; linarith [(hT m hm).1]⟩) hR n (by omega)
  linarith

/-- For every `ρ > 0` the sequence `y_n = ρ^n` solves the Numerov recursion with the constant
`T = (ρ - 1)² / (ρ² + 10ρ + 1) < 1`, and all its ratios equal `ρ`. -/
theorem geometric_witness {ρ : ℝ} (hρ : 0 < ρ) :
    (ρ - 1) ^ 2 / (ρ ^ 2 + 10 * ρ + 1) < 1 ∧
    IsNumerov (fun _ => (ρ - 1) ^ 2 / (ρ ^ 2 + 10 * ρ + 1)) (fun n => ρ ^ n) ∧
    ∀ n, numerovRatio (fun _ => (ρ - 1) ^ 2 / (ρ ^ 2 + 10 * ρ + 1)) (fun n => ρ ^ n) n = ρ := by
  have hD : 0 < ρ ^ 2 + 10 * ρ + 1 := by positivity
  have hlt : (ρ - 1) ^ 2 / (ρ ^ 2 + 10 * ρ + 1) < 1 := (div_lt_one hD).mpr (by nlinarith)
  have ht : (ρ - 1) ^ 2 / (ρ ^ 2 + 10 * ρ + 1) * (ρ ^ 2 + 10 * ρ + 1) = (ρ - 1) ^ 2 :=
    div_mul_cancel₀ _ hD.ne'
  generalize (ρ - 1) ^ 2 / (ρ ^ 2 + 10 * ρ + 1) = t at hlt ht ⊢
  refine ⟨hlt, fun n => ?_, fun n => ?_⟩
  · simp only [numerovF]
    linear_combination (-ρ ^ n) * ht
  · have h1 : 1 - t ≠ 0 := (sub_pos.mpr hlt).ne'
    simp only [numerovRatio, numerovF]
    rw [div_eq_iff (mul_ne_zero h1 (pow_pos hρ n).ne')]
    ring

end

end NumerovRatio
```

```lean
#print axioms NumerovRatio.forbidden_ratio_bounds
#print axioms NumerovRatio.one_le_next_iff
#print axioms NumerovRatio.amplitude_growth
#print axioms NumerovRatio.forbidden_negCount
```

```
'NumerovRatio.forbidden_ratio_bounds' depends on axioms: [propext, Classical.choice, Quot.sound]
'NumerovRatio.one_le_next_iff' depends on axioms: [propext, Classical.choice, Quot.sound]
'NumerovRatio.amplitude_growth' depends on axioms: [propext, Classical.choice, Quot.sound]
'NumerovRatio.forbidden_negCount' depends on axioms: [propext, Classical.choice, Quot.sound]
```

## Grid points and hypotheses in the Lean statements

`T` and `y` are functions `ℕ → ℝ`, one value per grid point. `numerovF`, `numerovRatio` and `numerovU` are \(F\), \(R\) and \(U\), while `negCount T y N` is \(c_N\). The predicate `IsNumerov T y` imposes the recursion for every natural `n`, centred on point `n + 1`. A finite array satisfying it at interior points can be continued with \(T=0\) beyond its end, so finite grids are covered.

`ratio_neg_iff` and `parity_of_negCount` do not assume the recursion; they concern signs only. `forbidden_ratio_bounds` is the bound stated at the start, and `ratio_step` is its version for general `ρ`. `one_le_next_iff` expresses sharpness at \(R_n=1\).

In `ratio_ge` and `amplitude_growth`, the hypothesis `∀ n < N` concerns `T (n + 1)`, hence points \(1\) to \(N\). For \(N=0\) it is empty, and only the starting ratio is used. `forbidden_negCount` states that none of \(R_0,\dots,R_N\) is negative. Reading this as the absence of sign changes in \(y\) also requires \(T_0<1\) and \(T_{N+1}<1\), through `ratio_neg_iff`.

Lean sets a quotient with zero denominator to zero, so a grid starting with \(y_0=0\) at the origin has a formal \(R_0=0\); index 0 should be the first point with a nonzero amplitude.

## How the proofs follow the algebra

`ratio_neg_iff` constructs the positive factor \(k\), and `field_simp` verifies the factorisation. `parity_of_negCount` is the induction above: `Finset.sum_range_succ` separates the last ratio, and `by_cases` treats its two possible signs.

`ratio_step` first shows \(F_{n+1}\ne0\), since otherwise \(R_n\) would be zero. Its equation `hU` is \(U(1-T)=2+10T\), `e` is the recursion solved for \(F_{n+2}\), and `hrec` is the ratio recursion. The inequalities `hUρ`, `i1` and `i2` are those used by hand, and `linarith` combines them. `forbidden_ratio_bounds` sets `ρ` to one.

`one_le_next_iff` derives the fraction \((1+11T)/(1-T)\) by cross-multiplication, then compares it with one. `ratio_ge` iterates `ratio_step`; `amplitude_growth` multiplies by one ratio at each induction step. `forbidden_negCount` applies `ratio_ge` with `ρ` equal to one, making every term of the count zero. In `geometric_witness`, `generalize` replaces the explicit fraction by `t`, keeping its defining equation for `linear_combination`.

## Exact recursion, real numbers, one channel

The theorems guarantee the sign rule, the parity and the bounds for exact real solutions of the discrete recursion. Rounding is not modelled, so a computed ratio very close to one or zero needs its own error estimate. Nor do the theorems compare the discrete solution with the differential equation: they count sign changes on the grid, and two nodes between neighbouring points would go unseen.

The recursion is homogeneous and has a single channel. Coupled channels, where the ratio becomes a matrix, and inhomogeneous equations, such as those with a non-local exchange term treated as a source, are not covered.

The starting condition \(R_0\ge1\) is assumed, not derived from the potential. A tail decaying outward violates it: for \(0<\rho<1\) the geometric solution has \(T>0\) and every ratio below one. For inward integration, number the points from the outer end; the recursion keeps its form, and the bound then applies to the growing direction.
